# With a conserved clean velocity, the second moment of velocity transitions is exactly quadratic in disorder strength

On a clean single-band ring, the velocity $v$ commutes with the Hamiltonian $H_0$, so a uniform oscillating field drives no transitions between levels of different energy. A disorder potential $sV$, with real strength $s$, generally allows them. The new eigenstates and energies generally depend on $s$ in a complicated way, but the second moment of the transition spectrum, summed over all pairs of levels without occupation factors, is exactly proportional to $s^2$.

Operators are complex matrices indexed by a finite set `ι` of one-particle states.

In Lean 4 with Mathlib:

```lean
import Mathlib

open Matrix

namespace KuboGreenwoodSecondMoment

variable {ι : Type*} [Fintype ι] [DecidableEq ι]
```

## Levels, matrix elements and the moment

Let the columns of a unitary $U$ be eigenvectors of $H$ with real energies $E_m$, so that $HU=UD$ with $D=\mathrm{diag}(E)$.

```lean
/-- The columns of `U` form an orthonormal eigenbasis of `H` with real energies `E`. -/
def IsEigenbasis (H U : Matrix ι ι ℂ) (E : ι → ℝ) : Prop :=
  U ∈ Matrix.unitaryGroup ι ℂ ∧ H * U = U * Matrix.diagonal (fun i => (E i : ℂ))
```

This predicate admits every choice of basis within a degenerate level. Had the eigenvectors been taken from Mathlib's spectral theorem, the result would concern only the one basis selected there.

The matrix elements are $v_{mn}=(U^\dagger vU)_{mn}$.

```lean
/-- The matrix elements `v_mn` of an operator `v` between the columns of `U`. -/
def matrixElements (U v : Matrix ι ι ℂ) : Matrix ι ι ℂ := Uᴴ * v * U
```

The squared Frobenius norm is $\|A\|^2=\sum_{ij}|A_{ij}|^2$.

```lean
omit [DecidableEq ι] in
/-- The squared Frobenius norm, the sum of the squared moduli of all entries. -/
noncomputable def frobSq (A : Matrix ι ι ℂ) : ℝ := ∑ i, ∑ j, ‖A i j‖ ^ 2
```

The quantity of interest is
$$M_2=\sum_{m,n}(E_m-E_n)^2|v_{mn}|^2 .$$
It runs over all ordered pairs of levels and contains no occupation factors. The Kubo–Greenwood conductivity of non-interacting electrons weights each transition between different energies by $(f_m-f_n)/(E_n-E_m)$, where $f_m$ is the Fermi occupation of level $m$. To leading order at high temperature and fixed partial filling, this factor is the same for all pairs, and $M_2$ is then proportional to the second frequency moment of the conductivity of the finite system.

```lean
/-- The second moment of the transition spectrum: squared transition energies weighted by
the squared moduli of the matrix elements of `v`, summed over all pairs of levels. -/
noncomputable def secondMoment (U v : Matrix ι ι ℂ) (E : ι → ℝ) : ℝ :=
  ∑ m, ∑ n, (E m - E n) ^ 2 * ‖matrixElements U v m n‖ ^ 2
```

## The moment as a commutator norm

Since $(A^\dagger A)_{jj}=\sum_i|A_{ij}|^2$, summing over $j$ gives $\|A\|^2=\mathrm{tr}(A^\dagger A)$. The proof exchanges the two sums and compares terms.

```lean
omit [DecidableEq ι] in
/-- The squared Frobenius norm of `A` is the trace of `Aᴴ A`. -/
theorem frobSq_eq_trace (A : Matrix ι ι ℂ) : ((frobSq A : ℝ) : ℂ) = (Aᴴ * A).trace := by
  simp only [frobSq, Matrix.trace, Matrix.diag_apply, Matrix.mul_apply,
    Matrix.conjTranspose_apply]
  rw [Finset.sum_comm]
  push_cast
  refine Finset.sum_congr rfl fun _ _ => Finset.sum_congr rfl fun _ _ => ?_
  exact (Complex.conj_mul' _).symm
```

With $UU^\dagger=1$ and the cyclic property of the trace,
$$\|U^\dagger AU\|^2=\mathrm{tr}(U^\dagger A^\dagger UU^\dagger AU)=\mathrm{tr}(A^\dagger A)=\|A\|^2 .$$

```lean
/-- The squared Frobenius norm is the same in every orthonormal basis. -/
theorem frobSq_matrixElements {U : Matrix ι ι ℂ} (hU : U ∈ Matrix.unitaryGroup ι ℂ)
    (A : Matrix ι ι ℂ) : frobSq (matrixElements U A) = frobSq A := by
  have h : U * Uᴴ = 1 := Matrix.mem_unitaryGroup_iff.mp hU
  have key : ((frobSq (matrixElements U A) : ℝ) : ℂ) = ((frobSq A : ℝ) : ℂ) := by
    rw [frobSq_eq_trace, frobSq_eq_trace]
    calc ((matrixElements U A)ᴴ * matrixElements U A).trace
        = (Uᴴ * (Aᴴ * (U * Uᴴ) * A) * U).trace := by
          simp only [matrixElements, Matrix.conjTranspose_mul,
            Matrix.conjTranspose_conjTranspose, Matrix.mul_assoc]
      _ = (Aᴴ * A).trace := by
          rw [h, Matrix.mul_one, Matrix.trace_mul_comm, ← Matrix.mul_assoc, h, Matrix.one_mul]
  exact_mod_cast key
```

Multiplying $HU=UD$ by $U^\dagger$ on both sides gives $U^\dagger H=DU^\dagger$, which is `hl` below. Hence
$$U^\dagger(Hv-vH)U=D(U^\dagger vU)-(U^\dagger vU)D,$$
which is `hc`, and its $(m,n)$ entry is $(E_m-E_n)v_{mn}$.

```lean
/-- In an orthonormal eigenbasis of `H`, the commutator of `H` with `v` has the matrix
elements `(E_m - E_n) v_mn`. -/
theorem commutator_element {H U : Matrix ι ι ℂ} {E : ι → ℝ} (h : IsEigenbasis H U E)
    (v : Matrix ι ι ℂ) (m n : ι) :
    matrixElements U (H * v - v * H) m n
      = ((E m : ℂ) - (E n : ℂ)) * matrixElements U v m n := by
  obtain ⟨hU, hE⟩ := h
  have h1 : U * Uᴴ = 1 := Matrix.mem_unitaryGroup_iff.mp hU
  have h2 : Uᴴ * U = 1 := Matrix.mem_unitaryGroup_iff'.mp hU
  -- the adjoint form of the eigenvalue equation
  have hl : Uᴴ * H = Matrix.diagonal (fun i => (E i : ℂ)) * Uᴴ := by
    calc Uᴴ * H = Uᴴ * (H * U) * Uᴴ := by
          rw [Matrix.mul_assoc, Matrix.mul_assoc, h1, Matrix.mul_one]
      _ = (Uᴴ * U) * Matrix.diagonal (fun i => (E i : ℂ)) * Uᴴ := by
          rw [hE]; simp only [Matrix.mul_assoc]
      _ = _ := by rw [h2, Matrix.one_mul]
  have hc : Uᴴ * (H * v - v * H) * U
      = Matrix.diagonal (fun i => (E i : ℂ)) * (Uᴴ * v * U)
        - (Uᴴ * v * U) * Matrix.diagonal (fun i => (E i : ℂ)) := by
    calc Uᴴ * (H * v - v * H) * U = (Uᴴ * H) * v * U - Uᴴ * v * (H * U) := by noncomm_ring
      _ = _ := by rw [hl, hE]; simp only [Matrix.mul_assoc]
  unfold matrixElements
  rw [hc, Matrix.sub_apply, Matrix.diagonal_mul, Matrix.mul_diagonal]
  ring
```

Taking squared moduli and summing gives $\|U^\dagger(Hv-vH)U\|^2=M_2$. By the invariance of the norm, $M_2=\|Hv-vH\|^2$ for any $H$ with such an eigenbasis.

```lean
/-- Sum rule: the second moment of the transition spectrum is the squared Frobenius norm of
the commutator of the Hamiltonian with `v`. -/
theorem secondMoment_eq_commutator {H U : Matrix ι ι ℂ} {E : ι → ℝ}
    (h : IsEigenbasis H U E) (v : Matrix ι ι ℂ) :
    secondMoment U v E = frobSq (H * v - v * H) := by
  rw [← frobSq_matrixElements h.1]
  unfold secondMoment frobSq
  refine Finset.sum_congr rfl fun m _ => Finset.sum_congr rfl fun n _ => ?_
  rw [commutator_element h, norm_mul, mul_pow, ← Complex.ofReal_sub, Complex.norm_real,
    Real.norm_eq_abs, sq_abs]
```

## Only the disorder survives

Now set $H=H_0+sV$. If $H_0v=vH_0$, the clean part cancels:
$$Hv-vH=s(Vv-vV).$$

```lean
omit [DecidableEq ι] in
/-- If `H0` commutes with `v`, only the disorder `sV` contributes to the commutator of
`H0 + sV` with `v`. -/
theorem disorder_commutator {H0 V v : Matrix ι ι ℂ} (hc : H0 * v = v * H0) (s : ℝ) :
    (H0 + (s : ℂ) • V) * v - v * (H0 + (s : ℂ) • V) = (s : ℂ) • (V * v - v * V) := by
  rw [Matrix.add_mul, Matrix.mul_add, Matrix.smul_mul, Matrix.mul_smul, hc, smul_sub]
  abel
```

The factor $s$ leaves the norm as $s^2$, so
$$M_2=s^2\,\|Vv-vV\|^2 .$$
The theorem assumes `hc`, the conservation of velocity in the clean system, and `h`, that $U$ and $E$ diagonalise $H_0+sV$. It does not require $v$ to be Hermitian. The matrix $v$ is the same at every $s$, as is appropriate for a local potential, which commutes with position and leaves the velocity operator unchanged. The quadratic law is a statement about the sum: with more than two levels, a single term $(E_m-E_n)^2|v_{mn}|^2$ need not be quadratic in $s$.

```lean
/-- If `H0` commutes with `v`, the second moment of the transition spectrum of `H0 + sV`, in
any orthonormal eigenbasis, is `s²` times the squared Frobenius norm of `Vv - vV`. -/
theorem secondMoment_disorder {H0 V v U : Matrix ι ι ℂ} {E : ι → ℝ} {s : ℝ}
    (hc : H0 * v = v * H0) (h : IsEigenbasis (H0 + (s : ℂ) • V) U E) :
    secondMoment U v E = s ^ 2 * frobSq (V * v - v * V) := by
  rw [secondMoment_eq_commutator h, disorder_commutator hc]
  unfold frobSq
  simp only [Finset.mul_sum]
  refine Finset.sum_congr rfl fun i _ => Finset.sum_congr rfl fun j _ => ?_
  rw [Matrix.smul_apply, smul_eq_mul, norm_mul, mul_pow, Complex.norm_real,
    Real.norm_eq_abs, sq_abs]
```

In a tight-binding ring of at least three sites, with uniform nearest-neighbour hopping $t$, spacing $a$ and on-site energies $s\varepsilon_j$, the commutator has entries $(\varepsilon_i-\varepsilon_j)v_{ij}$, where $i,j$ label sites. Thus
$$M_2=2s^2(|t|a/\hbar)^2\sum_j(\varepsilon_{j+1}-\varepsilon_j)^2,$$
with $j+1$ taken around the ring. A single pass over the bonds gives the moment without diagonalisation.

## Existence of the eigenbasis

For Hermitian $H_0$ and $V$ and real $s$, $H_0+sV$ is Hermitian, and the spectral theorem supplies $U$ and $E$. The proof reads the eigenvector equation entry by entry.

```lean
/-- For Hermitian `H0` and `V` and real `s`, the Hamiltonian `H0 + sV` has an orthonormal
eigenbasis with real energies. -/
theorem exists_eigenbasis {H0 V : Matrix ι ι ℂ} (h0 : H0.IsHermitian) (hV : V.IsHermitian)
    (s : ℝ) : ∃ U E, IsEigenbasis (H0 + (s : ℂ) • V) U E := by
  have hH : (H0 + (s : ℂ) • V).IsHermitian := by
    unfold Matrix.IsHermitian
    rw [Matrix.conjTranspose_add, Matrix.conjTranspose_smul, h0.eq, hV.eq]
    simp
  generalize H0 + (s : ℂ) • V = H at hH
  refine ⟨hH.eigenvectorUnitary, hH.eigenvalues, hH.eigenvectorUnitary.2, ?_⟩
  ext i j
  have h := congrFun (hH.mulVec_eigenvectorBasis j) i
  rw [Matrix.mul_diagonal]
  simpa [Matrix.mul_apply, Matrix.mulVec, dotProduct,
    Matrix.IsHermitian.eigenvectorUnitary_apply, mul_comm] using h
```

## When no transitions appear

Let $s\neq0$. If every $v_{mn}$ with $E_m\neq E_n$ vanishes, each term of $M_2$ is zero, so $\|Vv-vV\|^2=0$ and every entry of the commutator vanishes. Conversely, if $V$ commutes with $v$, then $(E_m-E_n)v_{mn}=0$, and unequal energies force $v_{mn}=0$. At $s=0$ there are no such transitions, whatever $V$ is.

```lean
/-- If `H0` commutes with `v` and `s ≠ 0`, all matrix elements of `v` between eigenstates of
`H0 + sV` with different energies vanish exactly when `V` commutes with `v`. -/
theorem no_absorption_iff {H0 V v U : Matrix ι ι ℂ} {E : ι → ℝ} {s : ℝ} (hs : s ≠ 0)
    (hc : H0 * v = v * H0) (h : IsEigenbasis (H0 + (s : ℂ) • V) U E) :
    (∀ m n, E m ≠ E n → matrixElements U v m n = 0) ↔ V * v = v * V := by
  constructor
  · intro hz
    have h0 : secondMoment U v E = 0 := by
      refine Finset.sum_eq_zero fun m _ => Finset.sum_eq_zero fun n _ => ?_
      by_cases hmn : E m = E n
      · simp [hmn]
      · simp [hz m n hmn]
    rw [secondMoment_disorder hc h] at h0
    have hf := (mul_eq_zero.mp h0).resolve_left (pow_ne_zero 2 hs)
    unfold frobSq at hf
    -- a vanishing sum of squares has vanishing terms
    apply sub_eq_zero.mp
    ext i j
    have hi := (Finset.sum_eq_zero_iff_of_nonneg
      (fun i _ => Finset.sum_nonneg fun j _ => sq_nonneg _)).mp hf i (Finset.mem_univ i)
    have hj := (Finset.sum_eq_zero_iff_of_nonneg
      (fun j _ => sq_nonneg _)).mp hi j (Finset.mem_univ j)
    exact norm_eq_zero.mp (pow_eq_zero_iff two_ne_zero |>.mp hj)
  · intro hV m n hmn
    have he := commutator_element h v m n
    rw [disorder_commutator hc, hV, sub_self, smul_zero] at he
    have he' : ((E m : ℂ) - (E n : ℂ)) * matrixElements U v m n = 0 := by
      rw [← he]; simp [matrixElements]
    refine (mul_eq_zero.mp he').resolve_left (sub_ne_zero.mpr ?_)
    exact_mod_cast hmn
```

## A two-level case

Take $H_0=7\sigma_z$, $V=\sigma_x$, $v=\sigma_z$ and $s=24$. The energies are $\pm25$, with normalised eigenvectors $(4/5,3/5)$ and $(-3/5,4/5)$. The off-diagonal elements of $v$ are $-24/25$, so
$$M_2=2\cdot50^2\cdot(24/25)^2=4608=24^2\cdot8,$$
where $8=\|\sigma_x\sigma_z-\sigma_z\sigma_x\|^2$. The code verifies the eigenbasis and $H_0v=vH_0$ entry by entry, and shows $Vv\neq vV$ from one entry in which the two products differ.

```lean
/-- A two-level system with `H0 = 7σz`, `V = σx`, `v = σz` and `s = 24` has an explicit
eigenbasis with energies `±25`; here `H0` commutes with `v` and `V` does not. -/
theorem secondMoment_disorder_witness :
    IsEigenbasis (!![7, 0; 0, -7] + ((24 : ℝ) : ℂ) • !![0, 1; 1, 0])
      !![4/5, -3/5; 3/5, 4/5] ![25, -25] ∧
    (!![7, 0; 0, -7] : Matrix (Fin 2) (Fin 2) ℂ) * !![1, 0; 0, -1]
      = !![1, 0; 0, -1] * !![7, 0; 0, -7] ∧
    (!![0, 1; 1, 0] : Matrix (Fin 2) (Fin 2) ℂ) * !![1, 0; 0, -1]
      ≠ !![1, 0; 0, -1] * !![0, 1; 1, 0] := by
  refine ⟨⟨?_, ?_⟩, ?_, ?_⟩
  · -- the entries are real, so the adjoint is the transpose
    have hr : ∀ (r : ℝ) (z : ℂ), (r : ℂ) = z → star z = z := by
      rintro r z rfl
      exact Complex.conj_ofReal r
    have a : star (4/5 : ℂ) = 4/5 := hr (4/5) _ (by norm_num)
    have b : star (3/5 : ℂ) = 3/5 := hr (3/5) _ (by norm_num)
    have c : star (-3/5 : ℂ) = -3/5 := hr (-3/5) _ (by norm_num)
    have hs : star (!![4/5, -3/5; 3/5, 4/5] : Matrix (Fin 2) (Fin 2) ℂ)
        = !![4/5, 3/5; -3/5, 4/5] := by
      ext i j
      fin_cases i <;> fin_cases j
      exacts [a, b, c, a]
    rw [Matrix.mem_unitaryGroup_iff, hs]
    ext i j
    fin_cases i <;> fin_cases j <;> norm_num [Matrix.mul_apply, Fin.sum_univ_succ]
  · ext i j
    fin_cases i <;> fin_cases j <;>
      norm_num [Matrix.mul_apply, Fin.sum_univ_succ, Matrix.diagonal]
  · ext i j
    fin_cases i <;> fin_cases j <;> norm_num [Matrix.mul_apply, Fin.sum_univ_succ]
  · intro h
    have h01 := congrFun (congrFun h 0) 1
    norm_num [Matrix.mul_apply, Fin.sum_univ_succ] at h01

end KuboGreenwoodSecondMoment
```

```lean
#print axioms KuboGreenwoodSecondMoment.secondMoment_disorder
#print axioms KuboGreenwoodSecondMoment.exists_eigenbasis
#print axioms KuboGreenwoodSecondMoment.no_absorption_iff
```

```
'KuboGreenwoodSecondMoment.secondMoment_disorder' depends on axioms: [propext, Classical.choice, Quot.sound]
'KuboGreenwoodSecondMoment.exists_eigenbasis' depends on axioms: [propext, Classical.choice, Quot.sound]
'KuboGreenwoodSecondMoment.no_absorption_iff' depends on axioms: [propext, Classical.choice, Quot.sound]
```
